# The chemical potential of a uniform two-dimensional ideal Fermi gas strictly decreases with temperature at fixed Fermi energy

For a uniform, non-interacting Fermi gas in two dimensions with parabolic dispersion, the chemical potential at fixed density has the closed form μ(T) = T log(exp(E_F/T) − 1), with temperature in energy units. The declaration `chemPot_strictAntiOn` takes this formula as its definition of μ and states that, for fixed E_F > 0, it is strictly decreasing on T > 0. The attempt writes the depression E_F − μ(T) as −T log(1 − exp(−E_F/T)), using the preceding lemma `depression_eq`. For temperatures S < T it then shows that both positive factors, the temperature and minus the logarithm, are larger at T, and `linarith` combines the resulting inequalities.

As first written in Lean, the proof fails:

```lean
import Mathlib

open Filter Topology Set MeasureTheory

namespace TwoDimFermiGasCooling

noncomputable section

/-- The closed form `T log (exp (EF / T) - 1)` for the chemical potential, for `T > 0` and
`EF > 0`. -/
def chemPot (EF T : ℝ) : ℝ := T * Real.log (Real.exp (EF / T) - 1)

/-- The chemical potential lies `-T log (1 - exp (-EF / T))` below the Fermi energy. -/
theorem depression_eq {T EF : ℝ} (hT : 0 < T) (hEF : 0 < EF) :
    EF - chemPot EF T = -(T * Real.log (1 - Real.exp (-(EF / T)))) := by
  have hx : Real.exp (-(EF / T)) < 1 :=
    Real.exp_lt_one_iff.mpr (neg_lt_zero.mpr (div_pos hEF hT))
  have hf : Real.exp (EF / T) - 1 = Real.exp (EF / T) * (1 - Real.exp (-(EF / T))) := by
    rw [mul_sub, ← Real.exp_add, add_neg_cancel, Real.exp_zero, mul_one]
  have hc : T * (EF / T) = EF := by field_simp
  unfold chemPot
  rw [hf, Real.log_mul (Real.exp_pos _).ne' (sub_pos.mpr hx).ne', Real.log_exp, mul_add, hc]
  ring

/-- At fixed Fermi energy the closed form `chemPot` strictly decreases with temperature. -/
theorem chemPot_strictAntiOn {EF : ℝ} (hEF : 0 < EF) :
    StrictAntiOn (chemPot EF) (Ioi 0) := by
  intro S hS T hT hST
  have hS' : 0 < S := hS
  have hT' : 0 < T := hT
  have hdiv : EF / T < EF / S := div_lt_div_of_pos_left hEF hS' hST
  have hexp : Real.exp (-(EF / S)) < Real.exp (-(EF / T)) :=
    Real.exp_lt_exp.mpr (by linarith)
  have h1 : Real.exp (-(EF / T)) < 1 := Real.exp_lt_one (neg_lt_zero.mpr (div_pos hEF hT'))
  have hlog : Real.log (1 - Real.exp (-(EF / T))) < Real.log (1 - Real.exp (-(EF / S))) :=
    Real.log_lt_log (by linarith) (by linarith)
  have hneg : Real.log (1 - Real.exp (-(EF / S))) < 0 :=
    Real.log_neg (by linarith) (by linarith [Real.exp_pos (-(EF / S))])
  -- both factors of the depression grow with temperature
  linarith [depression_eq hS' hEF, depression_eq hT' hEF,
    mul_lt_mul_of_pos_left hlog hT', mul_lt_mul_of_neg_right hST hneg]

end

end TwoDimFermiGasCooling
```

Messages:

```
Main.lean:34:40: error(lean.unknownIdentifier): Unknown constant `Real.exp_lt_one`
```

Diagnosis. The message says that Lean knows no constant called `Real.exp_lt_one`. The proof calls it in `h1` to show that exp(−E_F/T) < 1, a bound that makes the argument of the logarithm at T positive. The bound is true, and the argument supplied, a proof that −(E_F/T) is negative, is the right one; only the lemma's name fails to resolve.

The repair uses `Real.exp_lt_one_iff`, the equivalence between exp x < 1 and x < 0, which `depression_eq` already uses for the same bound. Since it is an equivalence, `.mpr` is needed to select the direction from the negative exponent to the bound on the exponential. The argument is passed on unchanged, and the new line break is mere tidying.

Lean accepts the file once it reads:

```diff
@@ -32,5 +32,6 @@
   have hexp : Real.exp (-(EF / S)) < Real.exp (-(EF / T)) :=
     Real.exp_lt_exp.mpr (by linarith)
-  have h1 : Real.exp (-(EF / T)) < 1 := Real.exp_lt_one (neg_lt_zero.mpr (div_pos hEF hT'))
+  have h1 : Real.exp (-(EF / T)) < 1 :=
+    Real.exp_lt_one_iff.mpr (neg_lt_zero.mpr (div_pos hEF hT'))
   have hlog : Real.log (1 - Real.exp (-(EF / T))) < Real.log (1 - Real.exp (-(EF / S))) :=
     Real.log_lt_log (by linarith) (by linarith)
```
